# Paterson–Stockmeyer evaluation: a real polynomial of degree d at a real square matrix in O(√d) matrix multiplications

In an orthonormal basis, a density matrix can be approximated by evaluating a polynomial p, chosen to approximate the Fermi function, at the Hamiltonian matrix. With large dense matrices, most of the work lies in the matrix-matrix products, so the problem is to use few of them. The counts below apply to this step for a finite real Hamiltonian matrix and a polynomial already chosen. They count exact products; passing from that count to the run time and rounding error of a floating-point calculation is a separate step.

## What counts as a multiplication

Let A be a real square matrix and I the identity, written `1` in Lean.

```lean
import Mathlib

open Polynomial (aeval C X)
open scoped Polynomial

namespace PatersonStockmeyer
```

A computed quantity is a function of A. The letter `n` denotes the set of row and column labels, not the dimension.

```lean
/-- A quantity computed from an input matrix `A`: a function from square real matrices to
square real matrices. -/
abbrev MatFun (n : Type*) := Matrix n n ℝ → Matrix n n ℝ
```

`Schedule k V` says that V is the space of quantities available after k products. It starts from the combinations aI + bA. A product of two available quantities F and G enlarges V by the multiples of F(A)G(A). Sums and scalings are free. Their coefficients may depend on p but not on A, so the characteristic polynomial of one particular matrix cannot be used to save work. Memory is unlimited.

```lean
variable {n : Type*} [Fintype n] [DecidableEq n]

/-- `Schedule k V` says that `V` is the space of quantities available after `k` matrix-matrix
multiplications. One starts from the identity and `A`; linear combinations with coefficients
independent of `A` are free, and each multiplication adds the product of two available
quantities. -/
inductive Schedule : ℕ → Submodule ℝ (MatFun n) → Prop
  | start : Schedule 0 (Submodule.span ℝ ({(fun _ => 1), (fun A => A)} : Set (MatFun n)))
  | multiply {k : ℕ} {V : Submodule ℝ (MatFun n)} {F G : MatFun n}
      (h : Schedule k V) (hF : F ∈ V) (hG : G ∈ V) :
      Schedule (k + 1) (V ⊔ Submodule.span ℝ ({(fun A => F A * G A)} : Set (MatFun n)))
```

`EvaluableWith k F` means that one schedule with at most k products yields F for every A of the given size.

```lean
/-- The quantity `F` can be evaluated, by one schedule valid for all input matrices, with at most
`k` matrix-matrix multiplications. -/
def EvaluableWith (k : ℕ) (F : MatFun n) : Prop :=
  ∃ j ≤ k, ∃ V : Submodule ℝ (MatFun n), Schedule j V ∧ F ∈ V
```

## (a) Storing powers

Show that s multiplications are enough to make all of these available:

I, A, A², …, A^(s+1)

**Solution.** For s = 0, both I and A are there at the start. If s products have given the powers up to A^(s+1), one more gives

A^(s+2) = A^(s+1) · A

and the earlier powers remain available. The Lean proof is this induction; its final case split separates the new power from the old ones.

```lean
/-- Storage stage: `s` multiplications make all powers of `A` up to `A ^ (s + 1)` available. -/
theorem stored_powers (s : ℕ) :
    ∃ V : Submodule ℝ (MatFun n), Schedule s V ∧
      ∀ i ≤ s + 1, (fun A => A ^ i : MatFun n) ∈ V := by
  induction s with
  | zero =>
    refine ⟨_, Schedule.start, fun i hi => ?_⟩
    have hi' : i = 0 ∨ i = 1 := by omega
    rcases hi' with rfl | rfl
    · simp only [pow_zero]
      exact Submodule.subset_span (Or.inl rfl)
    · simp only [pow_one]
      exact Submodule.subset_span (Or.inr rfl)
  | succ s ih =>
    obtain ⟨V, hV, hpow⟩ := ih
    -- the next power is the highest stored one times `A`
    refine ⟨_, Schedule.multiply hV (hpow (s + 1) le_rfl) (hpow 1 (by omega)), fun i hi => ?_⟩
    rcases Nat.lt_or_ge (s + 1) i with h | h
    · obtain rfl : i = s + 1 + 1 := by omega
      have e : (fun A => A ^ (s + 1 + 1) : MatFun n) = fun A => A ^ (s + 1) * A ^ 1 :=
        funext fun A => pow_add A (s + 1) 1
      rw [e]
      exact Submodule.mem_sup_right (Submodule.mem_span_singleton_self _)
    · exact Submodule.mem_sup_left (hpow i h)
```

## (b) Horner's rule on blocks

Suppose I, A, …, A^s are available. Show that, for any real coefficients cᵢ, r further multiplications give

∑ cᵢ Aⁱ, summed over 0 ≤ i < (r+1)s

**Solution.** For r = 0 there is one block of s terms, a free combination of stored powers (`block` in Lean). Suppose r products handle any r + 1 blocks. With r + 2 blocks, split off the lowest:

∑_{0≤i<(r+2)s} cᵢ Aⁱ = ∑_{0≤i<s} cᵢ Aⁱ + A^s · ∑_{0≤i<(r+1)s} c_{s+i} Aⁱ

The last sum has r + 1 blocks and costs r products; multiplying it by A^s costs one more. In Lean this identity is `e`. The words `generalizing c` allow the induction hypothesis to be applied to the shifted coefficients, and `V ≤ W` records that the stored powers are kept.

```lean
/-- Horner stage: once the powers up to `A ^ s` are stored, `r` further multiplications evaluate
any polynomial given by `r + 1` blocks of `s` coefficients, and keep what was stored. -/
theorem horner_blocks {s k : ℕ} {V : Submodule ℝ (MatFun n)} (hV : Schedule k V)
    (hpow : ∀ i ≤ s, (fun A => A ^ i : MatFun n) ∈ V) (r : ℕ) (c : ℕ → ℝ) :
    ∃ W : Submodule ℝ (MatFun n), Schedule (k + r) W ∧ V ≤ W ∧
      (fun A => ∑ i ∈ Finset.range ((r + 1) * s), c i • A ^ i : MatFun n) ∈ W := by
  -- a single block is a linear combination of stored powers, hence free
  have block : ∀ d : ℕ → ℝ,
      (fun A => ∑ i ∈ Finset.range s, d i • A ^ i : MatFun n) ∈ V := by
    intro d
    have e : (fun A => ∑ i ∈ Finset.range s, d i • A ^ i : MatFun n)
        = ∑ i ∈ Finset.range s, d i • (fun A => A ^ i : MatFun n) := by
      funext A
      simp only [Finset.sum_apply, Pi.smul_apply]
    rw [e]
    exact Submodule.sum_mem _ fun i hi =>
      Submodule.smul_mem _ _ (hpow i (Finset.mem_range.1 hi).le)
  induction r generalizing c with
  | zero =>
    refine ⟨V, hV, le_rfl, ?_⟩
    rw [zero_add, one_mul]
    exact block c
  | succ r ih =>
    obtain ⟨W, hW, hVW, hmem⟩ := ih (fun i => c (s + i))
    refine ⟨_, Schedule.multiply hW (hVW (hpow s le_rfl)) hmem,
      hVW.trans le_sup_left, ?_⟩
    -- Horner step: lowest block plus `A ^ s` times the remaining blocks
    have e : (fun A => ∑ i ∈ Finset.range ((r + 1 + 1) * s), c i • A ^ i : MatFun n)
        = (fun A => ∑ i ∈ Finset.range s, c i • A ^ i : MatFun n)
          + (fun A => A ^ s * ∑ i ∈ Finset.range ((r + 1) * s), c (s + i) • A ^ i) := by
      funext A
      rw [show (r + 1 + 1) * s = s + (r + 1) * s by ring, Finset.sum_range_add]
      simp only [Pi.add_apply, Finset.mul_sum, mul_smul_comm, pow_add]
    rw [e]
    exact Submodule.add_mem _ (Submodule.mem_sup_left (hVW (block c)))
      (Submodule.mem_sup_right (Submodule.mem_span_singleton_self _))
```

## (c) The combined count

Let deg p < rs. Show that p(A) can be evaluated with a number of multiplications

N ≤ r + s − 2

**Solution.** The degree condition forces r, s ≥ 1. By (a), the powers up to A^s cost s − 1 products. Padded with zeros, p has r blocks of s coefficients, which by (b) cost r − 1 more. The total is

(s − 1) + (r − 1) = r + s − 2

For degree 8, take r = s = 3 and Bⱼ = c₃ⱼ I + c₃ⱼ₊₁ A + c₃ⱼ₊₂ A²:

p(A) = B₀ + A³(B₁ + A³B₂)

This takes four products, against seven for forming A² to A⁸ one after another. In the smallest case, r = s = 1, p is constant and no product is needed.

In Lean, `aeval A p` is p(A) and `natDegree` is the degree, with value 0 for the zero polynomial. The two `cases` steps replace r and s by r + 1 and s + 1, after which (a) and (b) apply directly.

```lean
/-- **Paterson-Stockmeyer evaluation.** A real polynomial of degree below `r * s` can be evaluated
at square matrices with at most `r + s - 2` matrix-matrix multiplications. -/
theorem paterson_stockmeyer {r s : ℕ} (p : ℝ[X]) (hp : p.natDegree < r * s) :
    EvaluableWith (r + s - 2) (fun A => aeval A p : MatFun n) := by
  cases r with
  | zero => simp at hp
  | succ r =>
    cases s with
    | zero => simp at hp
    | succ s =>
      obtain ⟨V, hV, hpow⟩ := stored_powers (n := n) s
      obtain ⟨W, hW, -, hmem⟩ := horner_blocks hV hpow r p.coeff
      refine ⟨s + r, by omega, W, hW, ?_⟩
      have e : (fun A => aeval A p : MatFun n)
          = fun A => ∑ i ∈ Finset.range ((r + 1) * (s + 1)), p.coeff i • A ^ i :=
        funext fun A => Polynomial.aeval_eq_sum_range' hp A
      rw [e]
      exact hmem
```

The same argument, taken slightly further by hand than in the code, reaches degree rs at the same cost: since A^s is stored, the top block can hold one extra term.

## (d) Choosing the block length

For a polynomial of degree d, show that a suitable choice of r and s gives

N ≤ 2⌊√d⌋

**Solution.** Put m = ⌊√d⌋, which is `Nat.sqrt` in Lean. Then d < (m+1)², so r = s = m + 1 is allowed in (c), and r + s − 2 = 2m. This is an upper bound, not always the least count: for d = 1 it allows two products, although c₀ I + c₁ A needs none.

```lean
/-- A real polynomial of degree `d` can be evaluated at square matrices with at most `2 ⌊√d⌋`
matrix-matrix multiplications. -/
theorem evaluable_two_sqrt (p : ℝ[X]) :
    EvaluableWith (2 * Nat.sqrt p.natDegree) (fun A => aeval A p : MatFun n) := by
  have h := paterson_stockmeyer (n := n) (r := Nat.sqrt p.natDegree + 1)
    (s := Nat.sqrt p.natDegree + 1) p (Nat.lt_succ_sqrt _)
  obtain ⟨j, hj, hV⟩ := h
  exact ⟨j, by omega, hV⟩
```

## (e) Degree growth

Show that every quantity F available after k multiplications has the form

F(A) = q(A) for all A, with deg q ≤ 2^k

**Solution.** At the start, F(A) = aI + bA has degree at most 1 = 2⁰. After a further product,

F(A) = q(A) + a u(A)v(A)

where q, u and v have degree at most 2^k. The new degree is at most 2^k + 2^k = 2^(k+1). Lean runs the induction over the schedule, and the `Submodule` lemmas unpack F into these two terms.

```lean
/-- Every quantity available after `k` multiplications is a polynomial in `A` of degree at most
`2 ^ k`. -/
theorem schedule_degree {k : ℕ} {V : Submodule ℝ (MatFun n)} (h : Schedule k V) :
    ∀ F ∈ V, ∃ q : ℝ[X], q.natDegree ≤ 2 ^ k ∧ ∀ A, F A = aeval A q := by
  induction h with
  | start =>
    intro F hF
    obtain ⟨a, b, rfl⟩ := Submodule.mem_span_pair.1 hF
    refine ⟨C b * X + C a, Polynomial.natDegree_linear_le, fun A => ?_⟩
    simp only [map_add, map_mul, Polynomial.aeval_C, Polynomial.aeval_X,
      Algebra.algebraMap_eq_smul_one, smul_mul_assoc, one_mul, Pi.add_apply, Pi.smul_apply]
    exact add_comm _ _
  | multiply _ hG hH ih =>
    intro F hF
    obtain ⟨Y, hY, Z, hZ, rfl⟩ := Submodule.mem_sup.1 hF
    obtain ⟨a, rfl⟩ := Submodule.mem_span_singleton.1 hZ
    obtain ⟨q, hq, eq⟩ := ih Y hY
    obtain ⟨u, hu, eu⟩ := ih _ hG
    obtain ⟨v, hv, ev⟩ := ih _ hH
    -- one product at most doubles the degree
    have h1 := Polynomial.natDegree_C_mul_le a (u * v)
    have h2 : (u * v).natDegree ≤ u.natDegree + v.natDegree := Polynomial.natDegree_mul_le
    refine ⟨q + C a * (u * v), ?_, fun A => ?_⟩
    · rw [pow_succ]
      exact Polynomial.natDegree_add_le_of_degree_le (by omega) (by omega)
    · simp only [map_add, map_mul, Polynomial.aeval_C, Algebra.algebraMap_eq_smul_one,
        smul_mul_assoc, one_mul, Pi.add_apply, Pi.smul_apply, eq, eu, ev]
```

## (f) A lower bound

For matrices of nonzero size, show that if p(A) can be evaluated with at most k multiplications, then

deg p ≤ 2^k

**Solution.** By (e), there is a q with deg q ≤ 2^k and p(A) = q(A) for all A. Insert A = xI:

p(x) I = q(x) I

Hence p(x) = q(x) for every real x, and p = q. Lean writes xI as `algebraMap ℝ (Matrix n n ℝ) x`. The hypothesis `[Nonempty n]` excludes 0 × 0 matrices, which are all equal and so cannot tell polynomials apart.

```lean
/-- Lower bound: for matrices of nonzero size, a polynomial that can be evaluated with at most `k`
multiplications has degree at most `2 ^ k`. -/
theorem degree_le_of_evaluable [Nonempty n] {k : ℕ} {p : ℝ[X]}
    (h : EvaluableWith k (fun A => aeval A p : MatFun n)) : p.natDegree ≤ 2 ^ k := by
  obtain ⟨j, hj, V, hV, hp⟩ := h
  obtain ⟨q, hq, e⟩ := schedule_degree hV _ hp
  -- agreement at all scalar matrices already forces the two polynomials to be equal
  have hpq : p = q := by
    apply Polynomial.funext
    intro x
    apply (algebraMap ℝ (Matrix n n ℝ)).injective
    have hx := e (algebraMap ℝ (Matrix n n ℝ) x)
    simpa only [Polynomial.aeval_algebraMap_apply_eq_algebraMap_eval] using hx
  rw [hpq]
  exact hq.trans (Nat.pow_le_pow_right (by norm_num) hj)
```

## (g) The cubic

For deg p = 3 and matrices of nonzero size, show that

k multiplications suffice ⇔ k ≥ 2

**Solution.** By (f), 3 ≤ 2^k, which rules out k = 0 and k = 1. Conversely, (c) with r = s = 2 applies because 3 < 4, and the scheme is

p(A) = c₀ I + c₁ A + A²(c₂ I + c₃ A)

with one product for A² and one for the bracket. The two directions of the Lean proof are these two arguments.

```lean
/-- For matrices of nonzero size, a cubic polynomial can be evaluated with at most `k`
multiplications exactly when `k` is at least two. -/
theorem cubic_evaluable_iff [Nonempty n] {p : ℝ[X]} (hp : p.natDegree = 3) (k : ℕ) :
    EvaluableWith k (fun A => aeval A p : MatFun n) ↔ 2 ≤ k := by
  constructor
  · intro h
    have h3 := degree_le_of_evaluable h
    by_contra hk
    have hk' : k = 0 ∨ k = 1 := by omega
    rcases hk' with rfl | rfl <;> norm_num [hp] at h3
  · intro hk
    obtain ⟨j, hj, hV⟩ := paterson_stockmeyer (n := n) (r := 2) (s := 2) p (by omega)
    exact ⟨j, by omega, hV⟩

end PatersonStockmeyer
```

```lean
#print axioms PatersonStockmeyer.paterson_stockmeyer
#print axioms PatersonStockmeyer.evaluable_two_sqrt
#print axioms PatersonStockmeyer.cubic_evaluable_iff
```

```
'PatersonStockmeyer.paterson_stockmeyer' depends on axioms: [propext, Classical.choice, Quot.sound]
'PatersonStockmeyer.evaluable_two_sqrt' depends on axioms: [propext, Classical.choice, Quot.sound]
'PatersonStockmeyer.cubic_evaluable_iff' depends on axioms: [propext, Classical.choice, Quot.sound]
```
